# A finite-dimensional irreducible representation lives on one star of characters of an abelian normal subgroup

Take the symmetry group of an equilateral triangle, with rotation $r$ by $120^\circ$ and reflection $s$, acting on a degenerate pair of states $e_\pm$:

$$r e_\pm=\omega^{\pm1}e_\pm,\qquad s e_\pm=e_\mp,\qquad \omega=e^{2\pi i/3}.$$

The rotations form an abelian normal subgroup, and $e_+$ and $e_-$ carry different characters of it. Since $rs=sr^{-1}$, we get $r(se_+)=sr^{-1}e_+=\omega^{-1}se_+$, so the reflection must send one eigenspace to the other. The two characters form one orbit, their eigenspaces have equal dimension, and each is irreducible under the rotations, which are the elements that fix its character.

The same happens for every finite-dimensional irreducible complex representation of a group with an abelian normal subgroup. For a crystal, the subgroup is the translations and the orbit is the star of a wavevector.

## Representations, Bloch spaces and the star

```lean
import Mathlib

open Module

namespace LittleGroups

variable {G V : Type*} [Group G] [AddCommGroup V] [Module ℂ V] {T : Subgroup G}
```

$G$ is a group, finite or infinite, $V$ a complex vector space, and $T$ a subgroup of $G$. Normality, commutativity and finite dimension are assumed later, where they are used.

```lean
/-- The subspace `E` is nonzero, invariant under the subgroup `H`, and has no invariant
subspaces besides zero and itself. -/
def IsIrreducibleOn (ρ : G →* Module.End ℂ V) (H : Subgroup G) (E : Submodule ℂ V) : Prop :=
  E ≠ ⊥ ∧ (∀ h ∈ H, ∀ v ∈ E, ρ h v ∈ E) ∧
    ∀ W ≤ E, (∀ h ∈ H, ∀ w ∈ W, ρ h w ∈ W) → W = ⊥ ∨ W = E
```

A representation $\rho$ is a homomorphism (`→*`) from $G$ to the linear operators on $V$. It need not be unitary. Antilinear operations such as time reversal are not covered.

The definition says that a subspace $E$ is irreducible under a subgroup $H$: it is nonzero, $H$ maps it into itself, and its only $H$-invariant subspaces are $0$ and $E$. Lean writes `⊥` for the smallest object and `⊤` for the largest, so `IsIrreducibleOn ρ ⊤ ⊤` says that all of $V$ is irreducible under all of $G$.

```lean
/-- The states on which every `t` in `T` acts as multiplication by `χ t`. -/
def blochSpace (ρ : G →* Module.End ℂ V) (χ : T →* ℂ) : Submodule ℂ V where
  carrier := {v | ∀ t : T, ρ t v = χ t • v}
  zero_mem' := fun t => by simp
  add_mem' := fun hv hw t => by rw [map_add, hv t, hw t, smul_add]
  smul_mem' := fun c v hv t => by rw [map_smul, hv t, smul_comm]
```

For a character $\chi$ this is the subspace

$$V_\chi=\{v\in V:\rho(t)v=\chi(t)v\ \text{for all }t\in T\}.$$

For translations, this is Bloch's condition. The three remaining fields check that $V_\chi$ is a subspace. Characters take values in $\mathbb C$ and need not have modulus one, so complex wavevectors are allowed.

```lean
/-- The characters of `T` that occur in the representation. -/
def characterStar (ρ : G →* Module.End ℂ V) (T : Subgroup G) : Set (T →* ℂ) :=
  {χ | blochSpace ρ χ ≠ ⊥}
```

The star is the set of characters with $V_\chi\neq0$. That it is a single orbit when the representation is irreducible and finite-dimensional is a theorem below, not part of the definition.

```lean
/-- The group acts on characters by conjugation: `g • χ` is `t ↦ χ (g⁻¹ t g)`. -/
instance conjAction [T.Normal] : MulAction G (T →* ℂ) where
  smul g χ := χ.comp (MulEquiv.toMonoidHom (MulAut.conjNormal g⁻¹))
  one_smul χ := MonoidHom.ext fun t => by
    change χ (MulAut.conjNormal (1 : G)⁻¹ t) = χ t
    rw [inv_one, map_one, MulAut.one_apply]
  mul_smul g h χ := MonoidHom.ext fun t => by
    change χ (MulAut.conjNormal (g * h)⁻¹ t) =
      χ (MulAut.conjNormal h⁻¹ (MulAut.conjNormal g⁻¹ t))
    rw [mul_inv_rev, map_mul, MulAut.mul_apply]
```

The convention is $(g\cdot\chi)(t)=\chi(g^{-1}tg)$, which makes sense because $T$ is normal. Translation by $a$ acts on functions as $(\rho(t_a)f)(x)=f(x-a)$, so Bloch functions of wavevector $k$ have the character $\chi_k(t_a)=e^{-ik\cdot a}$. If $g$ has rotational part $R$, then $g\cdot\chi_k=\chi_{Rk}$. The little group $G_\chi$ is the stabilizer of $\chi$ under this action.

## Moving and separating the eigenspaces

```lean
/-- A group element `g` carries the eigenspace of `χ` onto that of the conjugate character. -/
theorem map_blochSpace [T.Normal] (ρ : G →* Module.End ℂ V) (g : G) (χ : T →* ℂ) :
    (blochSpace ρ χ).map (ρ g) = blochSpace ρ (g • χ) := by
  have hmem : ∀ (g : G) (χ : T →* ℂ), ∀ v ∈ blochSpace ρ χ, ρ g v ∈ blochSpace ρ (g • χ) := by
    intro g χ v hv t
    have h : ρ (MulAut.conjNormal g⁻¹ t : T) v = (g • χ) t • v := hv _
    have e : (t : G) * g = g * (MulAut.conjNormal g⁻¹ t : T) := by
      rw [MulAut.conjNormal_apply]; group
    rw [← Module.End.mul_apply, ← map_mul, e, map_mul, Module.End.mul_apply, h, map_smul]
  refine le_antisymm ?_ fun w hw => ⟨ρ g⁻¹ w, ?_, ?_⟩
  · rintro _ ⟨v, hv, rfl⟩
    exact hmem g χ v hv
  · have h := hmem g⁻¹ _ w hw
    rwa [inv_smul_smul] at h
  · rw [← Module.End.mul_apply, ← map_mul, mul_inv_cancel, map_one, Module.End.one_apply]
```

The claim is $\rho(g)V_\chi=V_{g\cdot\chi}$. For $v\in V_\chi$,

$$\rho(t)\rho(g)v=\rho(g)\rho(g^{-1}tg)v=\chi(g^{-1}tg)\,\rho(g)v .$$

This is `hmem`, which gives one inclusion. For the other, take $w\in V_{g\cdot\chi}$. Then $\rho(g^{-1})w\in V_\chi$ by the same computation, and $\rho(g)$ maps it back to $w$.

```lean
/-- Eigenspaces of distinct characters of an abelian subgroup are linearly independent. -/
theorem blochSpace_independent (ρ : G →* Module.End ℂ V) (hT : ∀ s t : T, s * t = t * s) :
    iSupIndep (fun χ : T →* ℂ => blochSpace ρ χ) := by
  have hc : ∀ s t : T, Commute (ρ s) (ρ t) := fun s t => by
    change ρ s * ρ t = ρ t * ρ s
    rw [← map_mul, ← map_mul]
    exact congrArg (fun u : T => ρ u) (hT s t)
  have h := Module.End.independent_iInf_maxGenEigenspace_of_forall_mapsTo (fun t : T => ρ t)
    (fun s t μ => Module.End.mapsTo_maxGenEigenspace_of_comm (hc t s) μ)
  have hinj : Function.Injective (fun χ : T →* ℂ => (χ : T → ℂ)) := DFunLike.coe_injective
  refine (h.comp hinj).mono fun χ v hv => ?_
  change v ∈ ⨅ t : T, (ρ t).maxGenEigenspace (χ t)
  refine (Submodule.mem_iInf _).2 fun t => (Module.End.mem_maxGenEigenspace _ _ _).2 ⟨1, ?_⟩
  have hv' : ρ t v = χ t • v := hv t
  simp [hv']
```

`iSupIndep` means that each $V_\chi$ meets the sum of all the others only in $0$. By hand, take a shortest relation $v_1+\dots+v_n=0$ with nonzero $v_i$ from distinct characters $\chi_i$. Here $n\ge2$, so some $t$ has $\chi_1(t)\ne\chi_n(t)$. Applying $\rho(t)$ and subtracting $\chi_n(t)$ times the relation gives

$$\sum_{i<n}(\chi_i(t)-\chi_n(t))\,v_i=0,$$

which is shorter and still has a nonzero first term, a contradiction.

Lean takes another route: Mathlib has the independence of simultaneous generalized eigenspaces of commuting operators, and each $V_\chi$ lies inside one of them.

```lean
/-- If an abelian subgroup `T` leaves a nonzero subspace of a finite-dimensional representation
invariant, some character of `T` occurs in the representation. -/
theorem exists_character [FiniteDimensional ℂ V] (ρ : G →* Module.End ℂ V)
    (hT : ∀ s t : T, s * t = t * s) (W : Submodule ℂ V) (hW : W ≠ ⊥)
    (hinv : ∀ t : T, ∀ w ∈ W, ρ t w ∈ W) : ∃ χ : T →* ℂ, blochSpace ρ χ ≠ ⊥ := by
  induction hn : finrank ℂ W using Nat.strong_induction_on generalizing W with
  | _ n ih =>
  by_cases hs : ∀ t : T, ∃ c : ℂ, ∀ w ∈ W, ρ t w = c • w
  · -- all of `T` acts by scalars, and these scalars form a character
    choose c hc using hs
    obtain ⟨v, hv, hv0⟩ := (Submodule.ne_bot_iff _).1 hW
    have h1 : c 1 = 1 := smul_left_injective ℂ hv0 (by
      change c 1 • v = (1 : ℂ) • v
      rw [← hc 1 v hv]; simp)
    have h2 : ∀ s t, c (s * t) = c s * c t := fun s t => smul_left_injective ℂ hv0 (by
      change c (s * t) • v = (c s * c t) • v
      rw [← hc (s * t) v hv, Subgroup.coe_mul, map_mul, Module.End.mul_apply, hc t v hv,
        map_smul, hc s v hv, smul_smul, mul_comm])
    exact ⟨⟨⟨c, h1⟩, h2⟩, (Submodule.ne_bot_iff _).2 ⟨v, fun t => hc t v hv, hv0⟩⟩
  · -- otherwise an eigenspace of some `t` is a smaller invariant subspace
    push Not at hs
    obtain ⟨t, ht⟩ := hs
    have : Nontrivial W := (Submodule.nontrivial_iff_ne_bot).2 hW
    obtain ⟨c, hc⟩ := Module.End.exists_eigenvalue ((ρ t).restrict (hinv t))
    obtain ⟨u, hu⟩ := hc.exists_hasEigenvector
    have hu1 : ρ t u = c • (u : V) := congrArg Subtype.val hu.apply_eq_smul
    obtain ⟨w, hw, hne⟩ := ht c
    have hlt : W ⊓ (ρ t).eigenspace c < W := lt_of_le_of_ne inf_le_left fun h =>
      hne (Module.End.mem_eigenspace_iff.1 (inf_eq_left.1 h hw))
    refine ih _ ((Submodule.finrank_lt_finrank_of_lt hlt).trans_eq hn)
      (W ⊓ (ρ t).eigenspace c) ?_ ?_ rfl
    · exact (Submodule.ne_bot_iff _).2 ⟨u, ⟨u.2, Module.End.mem_eigenspace_iff.2 hu1⟩,
        fun h => hu.2 (Subtype.ext h)⟩
    · refine fun s w hw => ⟨hinv s w hw.1, Module.End.mem_eigenspace_iff.2 ?_⟩
      have hst : (t : G) * s = s * t := congrArg Subtype.val (hT t s)
      rw [← Module.End.mul_apply, ← map_mul, hst, map_mul, Module.End.mul_apply,
        Module.End.mem_eigenspace_iff.1 hw.2, map_smul]
```

This lemma finds a first character, by induction on the dimension of a nonzero $T$-invariant subspace $W$.

- If every $t$ acts on $W$ as a scalar $c(t)$, pick $v\neq0$ in $W$. Then $c(1)=1$, and $c(st)v=\rho(s)\rho(t)v=c(s)c(t)v$, so $c$ is a character and $v\in V_c$.
- Otherwise some $\rho(t)$ is not a scalar on $W$. It has an eigenvalue $c$ there, and its eigenspace in $W$ is nonzero and smaller than $W$. It is $T$-invariant, because $\rho(t)\rho(s)w=\rho(s)\rho(t)w=c\,\rho(s)w$. The induction hypothesis `ih` applies to it.

## What irreducibility adds

```lean
/-- In an irreducible representation the images of a nonzero subspace span the whole space. -/
theorem span_images {ρ : G →* Module.End ℂ V} (hρ : IsIrreducibleOn ρ ⊤ ⊤)
    {W : Submodule ℂ V} (hW : W ≠ ⊥) : ⨆ g : G, W.map (ρ g) = ⊤ := by
  refine (hρ.2.2 _ le_top fun h _ w hw => ?_).resolve_left fun h0 => hW ?_
  · have hle : (⨆ g : G, W.map (ρ g)) ≤ (⨆ g : G, W.map (ρ g)).comap (ρ h) := by
      refine iSup_le fun g => ?_
      rintro _ ⟨v, hv, rfl⟩
      change ρ h (ρ g v) ∈ ⨆ g : G, W.map (ρ g)
      exact Submodule.mem_iSup_of_mem (h * g) ⟨v, hv, by rw [map_mul, Module.End.mul_apply]⟩
    exact hle hw
  · rw [eq_bot_iff, ← h0]
    exact fun w hw => Submodule.mem_iSup_of_mem 1 ⟨w, hw, by simp⟩
```

Let $W\neq0$ and $U=\sum_g\rho(g)W$, written `⨆` in Lean. Since $\rho(h)\rho(g)w=\rho(hg)w$, $U$ is invariant under $G$. It contains $W$ (take $g=1$), so it is nonzero, and irreducibility gives $U=V$.

```lean
/-- Each nonzero eigenspace in an irreducible representation is irreducible under the little
group, the stabilizer of its character. -/
theorem small_irreducible [T.Normal] {ρ : G →* Module.End ℂ V}
    (hT : ∀ s t : T, s * t = t * s) (hρ : IsIrreducibleOn ρ ⊤ ⊤)
    {χ : T →* ℂ} (hχ : χ ∈ characterStar ρ T) :
    IsIrreducibleOn ρ (MulAction.stabilizer G χ) (blochSpace ρ χ) := by
  refine ⟨hχ, fun h hh v hv => ?_, fun W hWE hW =>
    or_iff_not_imp_left.2 fun hW0 => le_antisymm hWE fun x hx => ?_⟩
  · have hm := (map_blochSpace ρ h χ).le ⟨v, hv, rfl⟩
    rwa [MulAction.mem_stabilizer_iff.1 hh] at hm
  -- images of `W` lie in `W` or in the eigenspaces of other characters
  have hle : (⨆ g : G, W.map (ρ g)) ≤ W ⊔ ⨆ ψ, ⨆ (_ : ψ ≠ χ), blochSpace ρ ψ := by
    refine iSup_le fun g => ?_
    by_cases hg : g • χ = χ
    · rintro _ ⟨w, hw, rfl⟩
      exact Submodule.mem_sup_left (hW g (MulAction.mem_stabilizer_iff.2 hg) w hw)
    · have ho : blochSpace ρ (g • χ) ≤ ⨆ ψ, ⨆ (_ : ψ ≠ χ), blochSpace ρ ψ :=
        le_iSup₂_of_le (f := fun ψ (_ : ψ ≠ χ) => blochSpace ρ ψ) (g • χ) hg le_rfl
      exact ((Submodule.map_mono hWE).trans (map_blochSpace ρ g χ).le).trans
        (ho.trans le_sup_right)
  rw [span_images hρ hW0] at hle
  obtain ⟨w, hw, y, hy, hwy⟩ := Submodule.mem_sup.1 (hle (Submodule.mem_top (x := x)))
  have hyE : y ∈ blochSpace ρ χ := by
    rw [← add_sub_cancel_left w y, hwy]
    exact sub_mem hx (hWE hw)
  have hy0 := Submodule.disjoint_def.1 (blochSpace_independent ρ hT χ) y hyE hy
  rw [← hwy, hy0, add_zero]
  exact hw
```

Here $T$ is normal and abelian, and $V$ may be infinite-dimensional. First, $G_\chi$ preserves $V_\chi$, by the transport rule $\rho(g)V_\chi=V_{g\cdot\chi}$. Now let $W\subseteq V_\chi$ be nonzero and $G_\chi$-invariant. If $g\in G_\chi$, then $\rho(g)W\subseteq W$; if not, $\rho(g)W$ lies in $V_{g\cdot\chi}$ with $g\cdot\chi\neq\chi$. The images of $W$ span $V$, hence

$$V=W+\sum_{\psi\ne\chi}V_\psi .$$

Write $x\in V_\chi$ as $x=w+y$ accordingly. Then $y=x-w$ lies in $V_\chi$ and also in the sum of the other eigenspaces, so $y=0$ by independence. Thus $x\in W$, and $W=V_\chi$.

## The full decomposition

```lean
open Classical in
/-- A finite-dimensional irreducible representation is the direct sum of the eigenspaces of one star
of characters of an abelian normal subgroup; these have equal dimension and are irreducible under
their little groups. -/
theorem star_decomposition [FiniteDimensional ℂ V] [T.Normal] (ρ : G →* Module.End ℂ V)
    (hT : ∀ s t : T, s * t = t * s) (hρ : IsIrreducibleOn ρ ⊤ ⊤) :
    (characterStar ρ T).Nonempty ∧
    DirectSum.IsInternal (fun ψ : characterStar ρ T => blochSpace ρ ψ.1) ∧
    ∀ χ ∈ characterStar ρ T, characterStar ρ T = MulAction.orbit G χ ∧
      (∀ ψ ∈ characterStar ρ T, finrank ℂ (blochSpace ρ ψ) = finrank ℂ (blochSpace ρ χ)) ∧
      IsIrreducibleOn ρ (MulAction.stabilizer G χ) (blochSpace ρ χ) := by
  have hspan : ∀ χ ∈ characterStar ρ T, ⨆ g : G, blochSpace ρ (g • χ) = ⊤ :=
    fun χ hχ => by simpa only [map_blochSpace] using span_images hρ hχ
  have hconj : ∀ χ ∈ characterStar ρ T, ∀ g : G, g • χ ∈ characterStar ρ T := by
    intro χ hχ g h
    have hb := map_blochSpace ρ g⁻¹ (g • χ)
    rw [inv_smul_smul, h, Submodule.map_bot] at hb
    exact hχ hb.symm
  -- a character outside the orbit would have an eigenspace independent of the whole space
  have horb : ∀ χ ∈ characterStar ρ T, ∀ ψ ∈ characterStar ρ T, ∃ g : G, g • χ = ψ := by
    intro χ hχ ψ hψ
    by_contra! hne
    exact hψ (disjoint_top.1 ((blochSpace_independent ρ hT ψ).mono_right
      ((hspan χ hχ).ge.trans (iSup_le fun g => le_iSup₂_of_le (g • χ) (hne g) le_rfl))))
  have hdim : ∀ χ ∈ characterStar ρ T, ∀ ψ ∈ characterStar ρ T,
      finrank ℂ (blochSpace ρ ψ) ≤ finrank ℂ (blochSpace ρ χ) := by
    intro χ hχ ψ hψ
    obtain ⟨g, rfl⟩ := horb χ hχ ψ hψ
    rw [← map_blochSpace]
    exact Submodule.finrank_map_le _ _
  obtain ⟨χ, hχ⟩ := exists_character ρ hT ⊤ hρ.1 fun _ _ _ => Submodule.mem_top
  refine ⟨⟨χ, hχ⟩, ?_, fun φ hφ => ⟨Set.ext fun ψ => ⟨horb φ hφ ψ, ?_⟩,
    fun ψ hψ => le_antisymm (hdim φ hφ ψ hψ) (hdim ψ hψ φ hφ), small_irreducible hT hρ hφ⟩⟩
  · refine (DirectSum.isInternal_submodule_iff_iSupIndep_and_iSup_eq_top _).2
      ⟨(blochSpace_independent ρ hT).comp Subtype.val_injective, top_le_iff.1 ?_⟩
    exact (hspan χ hχ).ge.trans (iSup_le fun g =>
      le_iSup (fun ψ : characterStar ρ T => blochSpace ρ ψ.1) ⟨_, hconj χ hχ g⟩)
  · rintro ⟨g, rfl⟩
    exact hconj φ hφ g

end LittleGroups
```

For finite-dimensional $V$, the theorem states that the star is nonempty, that $V$ is the internal direct sum of its eigenspaces, and that for every $\chi$ in the star:

- the star is exactly the orbit of $\chi$;
- all the eigenspaces have the dimension of $V_\chi$;
- $V_\chi$ is irreducible under $G_\chi$. This is the small representation.

The preceding lemmas supply the proof. A first character comes from `exists_character` with $W=V$. For any $\chi$ in the star, `hspan` gives $\sum_gV_{g\cdot\chi}=V$. A $\psi$ outside the orbit would have $V_\psi$ independent of all of $V$, hence zero; this is `horb`. Conversely, `hconj` shows that conjugates stay in the star, since $V_{g\cdot\chi}=0$ would force $V_\chi=0$. For dimensions, $V_{g\cdot\chi}=\rho(g)V_\chi$ gives one inequality, and exchanging the two characters gives the other. Independence and spanning together give the direct sum.

In band theory, when Bloch states of one energy span a finite-dimensional irreducible representation of the space group, its dimension is therefore the number of wavevectors in the star times the dimension of the small representation. The second factor alone is the degeneracy that this representation gives at a single wavevector. Other wavevectors outside the star may have the same energy; they belong to other irreducible representations. Wavevectors that differ by a reciprocal lattice vector give the same character and count once. The theorem analyses a given irreducible representation; it does not build one from a small representation.

```lean
#print axioms LittleGroups.exists_character
-- 'LittleGroups.exists_character' depends on axioms: [propext, Classical.choice, Quot.sound]
#print axioms LittleGroups.star_decomposition
-- 'LittleGroups.star_decomposition' depends on axioms: [propext, Classical.choice, Quot.sound]
```
